# A uniform ball attracts an atom less than a flat wall of equal density at the same height, for pairwise 1/d⁶ attraction

## Definitions and conventions

An atom interacts with every volume element of a solid through 1/d⁶, where d is their separation. This is the non-retarded attraction between induced dipoles. The solid is a continuum of unit density and the dispersion coefficient is 1, so an energy is minus the sum times coefficient and density; both cancel in relative errors. Below, "attraction" means this sum, the size of the energy, and not the force. Many-body screening, short-range repulsion and atomic structure are left out. All quantities are real numbers in one length unit.

In Lean 4 with Mathlib:

```lean
import Mathlib

open Real Filter Topology Set MeasureTheory

namespace AtomClusterDispersion

noncomputable section
```

For a ball of radius a, put the atom at distance r from the centre. An element at radius s and polar cosine t has d² = r² + s² − 2rst, and the azimuthal integral has already supplied the factor 2π. `clusterSum a r` is the resulting iterated integral.

```lean
/-- Sum of `1/d^6` over a uniform ball of radius `a` and unit density, for an atom at distance
`r` from its centre; `s` is the radius and `t` the polar cosine of a volume element.
The domain is `0 ≤ a < r`. -/
def clusterSum (a r : ℝ) : ℝ :=
  ∫ s in (0 : ℝ)..a, ∫ t in (-1 : ℝ)..1, 2 * π * s ^ 2 / (r ^ 2 + s ^ 2 - 2 * r * s * t) ^ 3
```

For the wall, x > z is the distance from the atom to a plane inside the solid and ρ the radius within that plane, so d² = ρ² + x². `Ioi z` is the open half-line above z.

```lean
/-- Sum of `1/d^6` over a uniform half-space of unit density, for an atom at height `z` above its
flat surface; `x` is the distance to a plane inside the solid and `ρ` the radius within it. The
domain is `z > 0`. -/
def wallSum (z : ℝ) : ℝ :=
  ∫ x in Ioi z, ∫ ρ in Ioi (0 : ℝ), 2 * π * ρ / (ρ ^ 2 + x ^ 2) ^ 3
```

The relative error is the wall sum minus the ball sum, divided by the wall sum. The atom has height z above either surface, hence r = a + z for the ball.

```lean
/-- Relative error made when a ball of radius `a` replaces the flat wall, for an atom at
height `z` above the surface. The domain is `a > 0`, `z > 0`. -/
def clusterError (a z : ℝ) : ℝ := (wallSum z - clusterSum a (a + z)) / wallSum z
```

## (a) A constant over a square

Let f have derivative f′ at x, with f(x) ≠ 0. Show that for constant c

(c/f²)′ = −2cf′/f³.

**Solution.** The quotient rule gives (0·f² − c·2ff′)/f⁴; cancel one f.

```lean
/-- Derivative of a constant over the square of a function, where the function is non-zero. -/
theorem hasDerivAt_const_div_sq {f : ℝ → ℝ} {f' x : ℝ} (c : ℝ) (hf : HasDerivAt f f' x)
    (h0 : f x ≠ 0) : HasDerivAt (fun y => c / f y ^ 2) (-(2 * c * f') / f x ^ 3) x := by
  have h2 : HasDerivAt (fun y => f y ^ 2) (2 * f x * f') x :=
    (hf.fun_pow 2).congr_deriv (by norm_num)
  refine ((hasDerivAt_const x c).fun_div h2 (pow_ne_zero 2 h0)).congr_deriv ?_
  rw [div_eq_div_iff (pow_ne_zero 2 (pow_ne_zero 2 h0)) (pow_ne_zero 3 h0)]
  ring
```

## (b) A spherical shell

For 0 ≤ s < r, show that the integral over t is

∫₋₁¹ 2πs²/(r² + s² − 2rst)³ dt = 4πs²(r² + s²)/(r² − s²)⁴.

**Solution.** Let D(t) = r² + s² − 2rst. On [−1, 1], D ≥ (r − s)² > 0. Since D′ = −2rs, part (a) with c = πs/(2r) shows that c/D² is an antiderivative. The endpoint values D(1) = (r − s)² and D(−1) = (r + s)² give

(πs/(2r)) [1/(r − s)⁴ − 1/(r + s)⁴],

and (r + s)⁴ − (r − s)⁴ = 8rs(r² + s²) finishes the calculation. In the code, `hne` says that D is non-zero, which follows from its positivity, `hderiv` the antiderivative and `hint` integrability, from continuity.

```lean
/-- Sum of `1/d^6` over a thin spherical shell of radius `s` and unit density, per unit thickness,
for an atom outside it at distance `r` from the centre. -/
theorem shell_integral {s r : ℝ} (hs : 0 ≤ s) (hsr : s < r) :
    ∫ t in (-1 : ℝ)..1, 2 * π * s ^ 2 / (r ^ 2 + s ^ 2 - 2 * r * s * t) ^ 3
      = 4 * π * s ^ 2 * (r ^ 2 + s ^ 2) / (r ^ 2 - s ^ 2) ^ 4 := by
  have hr : 0 < r := lt_of_le_of_lt hs hsr
  have hm : r - s ≠ 0 := (sub_pos.mpr hsr).ne'
  have hp : r + s ≠ 0 := by positivity
  -- the squared distance to the shell never vanishes
  have hne : ∀ t ∈ uIcc (-1 : ℝ) 1, r ^ 2 + s ^ 2 - 2 * r * s * t ≠ 0 := by
    intro t ht
    rw [uIcc_of_le (by norm_num)] at ht
    have h1 := mul_nonneg (mul_nonneg hr.le hs) (sub_nonneg.mpr ht.2)
    have h2 := pow_pos (sub_pos.mpr hsr) 2
    have h3 : 0 < r ^ 2 + s ^ 2 - 2 * r * s * t := by nlinarith
    exact h3.ne'
  have hderiv : ∀ t ∈ uIcc (-1 : ℝ) 1,
      HasDerivAt (fun t => π * s / (2 * r) / (r ^ 2 + s ^ 2 - 2 * r * s * t) ^ 2)
        (2 * π * s ^ 2 / (r ^ 2 + s ^ 2 - 2 * r * s * t) ^ 3) t := by
    intro t ht
    have hD : HasDerivAt (fun t => r ^ 2 + s ^ 2 - 2 * r * s * t) (-(2 * r * s)) t :=
      (((hasDerivAt_id' t).const_mul (2 * r * s)).const_sub (r ^ 2 + s ^ 2)).congr_deriv
        (by ring)
    refine (hasDerivAt_const_div_sq (π * s / (2 * r)) hD (hne t ht)).congr_deriv ?_
    have hc : π * s / (2 * r) * (2 * r) = π * s := by field_simp
    congr 1
    linear_combination (2 * s) * hc
  have hint : IntervalIntegrable
      (fun t => 2 * π * s ^ 2 / (r ^ 2 + s ^ 2 - 2 * r * s * t) ^ 3) volume (-1) 1 :=
    (ContinuousOn.div (by fun_prop) (by fun_prop)
      (fun t ht => pow_ne_zero 3 (hne t ht))).intervalIntegrable
  rw [intervalIntegral.integral_eq_sub_of_hasDerivAt hderiv hint,
    show r ^ 2 + s ^ 2 - 2 * r * s * 1 = (r - s) ^ 2 by ring,
    show r ^ 2 + s ^ 2 - 2 * r * s * (-1) = (r + s) ^ 2 by ring,
    show r ^ 2 - s ^ 2 = (r - s) * (r + s) by ring]
  field_simp
  ring
```

## (c) The whole ball

For 0 ≤ a < r, show that

clusterSum a r = (4π/3)a³/(r² − a²)³.

**Solution.** Let F(s) = (4π/3)s³/(r² − s²)³. Then

F′(s) = 4πs²/(r² − s²)³ + 8πs⁴/(r² − s²)⁴ = 4πs²(r² + s²)/(r² − s²)⁴,

which is the shell result. Since F(0) = 0, the integral is F(a). `intervalIntegral.integral_congr` inserts part (b) under the outer integral.

```lean
/-- Sum of `1/d^6` over a whole ball of radius `a` and unit density, for an atom outside it at
distance `r` from the centre: the volume of the ball divided by `(r^2 - a^2)^3`. -/
theorem clusterSum_eq {a r : ℝ} (ha : 0 ≤ a) (har : a < r) :
    clusterSum a r = 4 * π / 3 * a ^ 3 / (r ^ 2 - a ^ 2) ^ 3 := by
  have hmem : ∀ s ∈ uIcc 0 a, 0 ≤ s ∧ s < r := by
    intro s hs
    rw [uIcc_of_le ha] at hs
    exact ⟨hs.1, lt_of_le_of_lt hs.2 har⟩
  have hne : ∀ s ∈ uIcc 0 a, r ^ 2 - s ^ 2 ≠ 0 := by
    intro s hs
    obtain ⟨h0, h1⟩ := hmem s hs
    have h2 : 0 < (r - s) * (r + s) := mul_pos (by linarith) (by linarith)
    have h3 : 0 < r ^ 2 - s ^ 2 := by nlinarith
    exact h3.ne'
  have hderiv : ∀ s ∈ uIcc 0 a,
      HasDerivAt (fun s => 4 * π / 3 * s ^ 3 / (r ^ 2 - s ^ 2) ^ 3)
        (4 * π * s ^ 2 * (r ^ 2 + s ^ 2) / (r ^ 2 - s ^ 2) ^ 4) s := by
    intro s hs
    have h1 : HasDerivAt (fun s : ℝ => 4 * π / 3 * s ^ 3) (4 * π * s ^ 2) s :=
      ((hasDerivAt_pow 3 s).const_mul (4 * π / 3)).congr_deriv (by push_cast; ring)
    have h2 : HasDerivAt (fun s : ℝ => r ^ 2 - s ^ 2) (-(2 * s)) s :=
      ((hasDerivAt_pow 2 s).const_sub (r ^ 2)).congr_deriv (by norm_num)
    have h3 : HasDerivAt (fun s : ℝ => (r ^ 2 - s ^ 2) ^ 3)
        (3 * (r ^ 2 - s ^ 2) ^ 2 * (-(2 * s))) s :=
      (h2.fun_pow 3).congr_deriv (by norm_num)
    refine (h1.fun_div h3 (pow_ne_zero 3 (hne s hs))).congr_deriv ?_
    rw [div_eq_div_iff (pow_ne_zero 2 (pow_ne_zero 3 (hne s hs))) (pow_ne_zero 4 (hne s hs))]
    ring
  have hint : IntervalIntegrable
      (fun s => 4 * π * s ^ 2 * (r ^ 2 + s ^ 2) / (r ^ 2 - s ^ 2) ^ 4) volume 0 a :=
    (ContinuousOn.div (by fun_prop) (by fun_prop)
      (fun s hs => pow_ne_zero 4 (hne s hs))).intervalIntegrable
  -- add up the shells
  unfold clusterSum
  rw [intervalIntegral.integral_congr
      (fun s hs => shell_integral (hmem s hs).1 (hmem s hs).2),
    intervalIntegral.integral_eq_sub_of_hasDerivAt hderiv hint]
  ring
```

## (d) One plane

For x > 0, show that

∫₀^∞ 2πρ/(ρ² + x²)³ dρ = π/(2x⁴).

**Solution.** By (a), G(ρ) = −(π/2)/(ρ² + x²)² is an antiderivative. It tends to 0 at infinity, and G(0) = −π/(2x⁴).

The Mathlib device here is `integral_Ioi_of_hasDerivAt_of_nonneg'`, the fundamental theorem of calculus on a half-line. It takes an antiderivative (`hderiv`), a non-negative integrand (`hpos`) and the antiderivative's limit at infinity (from `htop`). Non-negativity and the finite limit yield integrability, so no separate convergence proof is needed.

```lean
/-- Sum of `1/d^6` over a single uniform plane of unit areal density, at distance `x > 0` from the
atom. -/
theorem plane_integral {x : ℝ} (hx : 0 < x) :
    ∫ ρ in Ioi (0 : ℝ), 2 * π * ρ / (ρ ^ 2 + x ^ 2) ^ 3 = π / 2 / x ^ 4 := by
  have hderiv : ∀ ρ ∈ Ici (0 : ℝ), HasDerivAt (fun ρ => -(π / 2) / (ρ ^ 2 + x ^ 2) ^ 2)
      (2 * π * ρ / (ρ ^ 2 + x ^ 2) ^ 3) ρ := by
    intro ρ _
    have hD : HasDerivAt (fun ρ : ℝ => ρ ^ 2 + x ^ 2) (2 * ρ) ρ :=
      ((hasDerivAt_pow 2 ρ).add_const (x ^ 2)).congr_deriv (by norm_num)
    exact (hasDerivAt_const_div_sq (-(π / 2)) hD (by positivity)).congr_deriv (by ring)
  have hpos : ∀ ρ ∈ Ioi (0 : ℝ), 0 ≤ 2 * π * ρ / (ρ ^ 2 + x ^ 2) ^ 3 := by
    intro ρ hρ
    have h : 0 < ρ := hρ
    positivity
  have htop : Tendsto (fun ρ : ℝ => (ρ ^ 2 + x ^ 2) ^ 2) atTop atTop :=
    (tendsto_pow_atTop two_ne_zero).comp
      (tendsto_atTop_add_const_right _ (x ^ 2) (tendsto_pow_atTop two_ne_zero))
  rw [integral_Ioi_of_hasDerivAt_of_nonneg' hderiv hpos (htop.const_div_atTop (-(π / 2)))]
  ring
```

## (e) The flat wall

For z > 0, show that

wallSum z = π/(6z³).

**Solution.** Integrate π/(2x⁴) from z to infinity, with antiderivative −π/(6x³). The code uses the same device, after replacing each inner integral by (d).

```lean
/-- Closed form of the sum of `1/d^6` over the flat wall, for an atom at height `z > 0`. -/
theorem wallSum_eq {z : ℝ} (hz : 0 < z) : wallSum z = π / (6 * z ^ 3) := by
  have hderiv : ∀ x ∈ Ici z, HasDerivAt (fun x => -(π / 6) / x ^ 3) (π / 2 / x ^ 4) x := by
    intro x hx
    have h0 : x ≠ 0 := (lt_of_lt_of_le hz hx).ne'
    refine ((hasDerivAt_const x (-(π / 6))).fun_div (hasDerivAt_pow 3 x)
      (pow_ne_zero 3 h0)).congr_deriv ?_
    rw [div_eq_div_iff (pow_ne_zero 2 (pow_ne_zero 3 h0)) (pow_ne_zero 4 h0)]
    push_cast
    ring
  have hpos : ∀ x ∈ Ioi z, 0 ≤ π / 2 / x ^ 4 := fun x _ => by positivity
  have htop : Tendsto (fun x : ℝ => x ^ 3) atTop atTop := tendsto_pow_atTop three_ne_zero
  -- add up the planes
  unfold wallSum
  rw [setIntegral_congr_fun measurableSet_Ioi (fun x hx => plane_integral (lt_trans hz hx)),
    integral_Ioi_of_hasDerivAt_of_nonneg' hderiv hpos (htop.const_div_atTop (-(π / 6)))]
  ring
```

## (f) Ball against wall

For a, z > 0, show that

clusterSum a (a + z) = wallSum z/(1 + z/(2a))³.

**Solution.** With r = a + z, r² − a² = z(2a + z) and 2a + z = 2a(1 + z/(2a)). Part (c) becomes

(4π/3)a³/[8a³z³(1 + z/(2a))³] = [π/(6z³)]/(1 + z/(2a))³.

```lean
/-- For an atom at height `z > 0` above a ball of radius `a > 0`, the sum of `1/d^6` over the ball
is the sum over the flat wall divided by `(1 + z/(2a))^3`. -/
theorem clusterSum_eq_wallSum_div {a z : ℝ} (ha : 0 < a) (hz : 0 < z) :
    clusterSum a (a + z) = wallSum z / (1 + z / (2 * a)) ^ 3 := by
  have h1 : 1 + z / (2 * a) = (2 * a + z) / (2 * a) := by field_simp
  rw [clusterSum_eq ha.le (by linarith), wallSum_eq hz, h1,
    show (a + z) ^ 2 - a ^ 2 = z * (2 * a + z) by ring]
  field_simp
  ring
```

## (g) The relative error

For a, z > 0, show that

clusterError a z = 1 − 1/(1 + z/(2a))³.

**Solution.** Insert (f) into the definition and divide by the wall sum, which is non-zero by (e).

```lean
/-- Closed form of the relative error for `a > 0` and `z > 0`. -/
theorem clusterError_eq {a z : ℝ} (ha : 0 < a) (hz : 0 < z) :
    clusterError a z = 1 - 1 / (1 + z / (2 * a)) ^ 3 := by
  have hw : wallSum z ≠ 0 := by
    rw [wallSum_eq hz]
    positivity
  unfold clusterError
  rw [clusterSum_eq_wallSum_div ha hz, div_eq_iff hw]
  ring
```

## (h) Bounds at finite radius

For a, z > 0, show that

0 < clusterError a z < 3z/(2a).

**Solution.** Let u = z/(2a) > 0. The lower bound is (1 + u)³ > 1. The upper bound is 1 − 3u < 1/(1 + u)³, which follows from

(1 − 3u)(1 + u)³ = 1 − 6u² − 8u³ − 3u⁴ < 1.

`nlinarith` proves both polynomial inequalities from the positive powers of u.

```lean
/-- For `a > 0` and `z > 0` the ball attracts the atom less than the wall does, and the
relative error is below `3z/(2a)`. -/
theorem clusterError_bounds {a z : ℝ} (ha : 0 < a) (hz : 0 < z) :
    0 < clusterError a z ∧ clusterError a z < 3 * z / (2 * a) := by
  rw [clusterError_eq ha hz, show 3 * z / (2 * a) = 3 * (z / (2 * a)) by ring]
  have hu : 0 < z / (2 * a) := by positivity
  generalize z / (2 * a) = u at hu ⊢
  constructor
  · have h : 1 / (1 + u) ^ 3 < 1 := by
      rw [div_lt_iff₀ (by positivity)]
      nlinarith [pow_pos hu 2, pow_pos hu 3]
    linarith
  · have h : 1 - 3 * u < 1 / (1 + u) ^ 3 := by
      rw [lt_div_iff₀ (by positivity)]
      nlinarith [pow_pos hu 2, pow_pos hu 3, pow_pos hu 4]
    linarith
```

## (i) Large balls

At fixed z > 0, show that

a · clusterError a z → 3z/2 as a → ∞.

**Solution.** With u = z/(2a), au = z/2, so

a · clusterError a z = a(3u + 3u² + u³)/(1 + u)³ = (z/2)(3 + 3u + u²)/(1 + u)³.

As u → 0 this tends to 3z/2. `Tendsto.congr'` needs the identity only for large a, so a > 0 may be assumed.

If a ball stands in for a flat surface, then within this pairwise continuum picture the missing fraction of the dispersion attraction at fixed height thus decays as the inverse radius. This is an effect of the curved surface. It does not carry over to clusters cut with a flat face: for a half-ball with the atom above the centre of its flat face, the missing part falls as the inverse cube of the radius.

```lean
/-- At fixed height `z > 0`, the relative error times the radius `a` tends to `3z/2` as the
ball grows. -/
theorem tendsto_radius_mul_clusterError {z : ℝ} (hz : 0 < z) :
    Tendsto (fun a => a * clusterError a z) atTop (𝓝 (3 * z / 2)) := by
  have hu : Tendsto (fun a : ℝ => z / (2 * a)) atTop (𝓝 0) :=
    (tendsto_id.const_mul_atTop (by norm_num : (0 : ℝ) < 2)).const_div_atTop z
  have hlim : Tendsto (fun u : ℝ => z / 2 * (3 + 3 * u + u ^ 2) / (1 + u) ^ 3)
      (𝓝 0) (𝓝 (3 * z / 2)) := by
    have hc : ContinuousAt (fun u : ℝ => z / 2 * (3 + 3 * u + u ^ 2) / (1 + u) ^ 3) 0 :=
      ContinuousAt.div (by fun_prop) (by fun_prop) (by norm_num)
    rw [show 3 * z / 2 = z / 2 * (3 + 3 * 0 + 0 ^ 2) / (1 + 0) ^ 3 by ring]
    exact hc
  refine Tendsto.congr' ?_ (hlim.comp hu)
  filter_upwards [eventually_gt_atTop 0] with a ha
  -- express everything through the small ratio u = z/(2a)
  show z / 2 * (3 + 3 * (z / (2 * a)) + (z / (2 * a)) ^ 2) / (1 + z / (2 * a)) ^ 3
    = a * clusterError a z
  rw [clusterError_eq ha hz]
  have hau : a * (z / (2 * a)) = z / 2 := by field_simp
  have hpos : 0 < z / (2 * a) := by positivity
  generalize z / (2 * a) = u at hau hpos ⊢
  rw [← hau]
  have h1 : 1 + u ≠ 0 := by positivity
  field_simp
  ring

end

end AtomClusterDispersion
```

```lean
#print axioms AtomClusterDispersion.clusterSum_eq_wallSum_div
#print axioms AtomClusterDispersion.clusterError_bounds
#print axioms AtomClusterDispersion.tendsto_radius_mul_clusterError
```

```
'AtomClusterDispersion.clusterSum_eq_wallSum_div' depends on axioms: [propext, Classical.choice, Quot.sound]
'AtomClusterDispersion.clusterError_bounds' depends on axioms: [propext, Classical.choice, Quot.sound]
'AtomClusterDispersion.tendsto_radius_mul_clusterError' depends on axioms: [propext, Classical.choice, Quot.sound]
```

## An atom at height 3 above a ball of radius 15

Here u = 3/30 = 0.1 and (1 + u)³ = 1.331. The ball supplies 1/1.331 ≈ 0.751 of the wall's attraction, a relative error of about 0.249, below the bound 9/30 = 0.3. Multiplied by the radius, the error is about 3.73; its limit for large balls is 4.5.
